# Equal square lattices twisted about a common site by twice the polar angle of $(m,r)$ share one site in $m^2+r^2$, for coprime $m,r$ of opposite parity

Lay two equal square lattices exactly on top of each other and turn one of them about a common site by the angle with cosine $3/5$ and sine $4/5$. Which sites still coincide? In units of the lattice constant, the site $(x,y)$ moves to

$$\left(\frac{3x-4y}{5},\ \frac{4x+3y}{5}\right),$$

so both numerators must be divisible by 5. Modulo 5 they equal $3(x+2y)$ and $4(x+2y)$, and the two conditions become one: $5\mid x+2y$. One site in five satisfies it. For example, $(2,-1)$ goes to $(2,1)$ and $(1,2)$ goes to $(-1,2)$, while $(1,0)$ goes to $(3/5,4/5)$ and misses the lattice.

The same collapse of two conditions into one gives the index for a whole family of angles.

```lean
import Mathlib

open Matrix

namespace TwistedSquareLayers

noncomputable section
```

## The twist and the shared sites

Let $m,r$ be integers, not both zero, and put $N=m^2+r^2$. The twist is

$$R=\begin{pmatrix}c&-s\\ s&c\end{pmatrix},\qquad c=\frac{m^2-r^2}{N},\quad s=\frac{2mr}{N}.$$

By the double-angle formulas, its angle is twice the polar angle of $(m,r)$. The example above has $m=2$, $r=1$. Neither integer needs to be positive.

```lean
/-- The plane rotation with cosine `(m² - r²)/(m² + r²)` and sine `2mr/(m² + r²)`,
for integers `m`, `r` that are not both zero. -/
def twist (m r : ℤ) : Matrix (Fin 2) (Fin 2) ℝ :=
  !![((m : ℝ) ^ 2 - r ^ 2) / (m ^ 2 + r ^ 2), -(2 * m * r / (m ^ 2 + r ^ 2));
     2 * m * r / (m ^ 2 + r ^ 2), ((m : ℝ) ^ 2 - r ^ 2) / (m ^ 2 + r ^ 2)]
```

A site $v\in\mathbb Z^2$ is a coincidence vector if $Rv=w$ for some $w\in\mathbb Z^2$. Sums and negatives of such vectors are again of this kind, so they form a subgroup. The definition records the shared site by its position $v$ before the rotation; its position in the stack is $Rv$. In Lean, `v 0` and `v 1` are $x$ and $y$, and the matrix acts on their real values.

```lean
/-- The coincidence lattice of a linear map `R` of the plane: the vectors of the square
lattice `ℤ²` that `R` carries to vectors of `ℤ²`. -/
def coincidenceLattice (R : Matrix (Fin 2) (Fin 2) ℝ) : AddSubgroup (Fin 2 → ℤ) where
  carrier := {v | ∃ w : Fin 2 → ℤ, R *ᵥ (fun i => (v i : ℝ)) = fun i => (w i : ℝ)}
  zero_mem' := ⟨0, by ext i; simp [Matrix.mulVec, dotProduct]⟩
  add_mem' := by
    rintro a b ⟨w, hw⟩ ⟨u, hu⟩
    refine ⟨w + u, ?_⟩
    have h : (fun i => (((a + b) i : ℤ) : ℝ)) = (fun i => (a i : ℝ)) + fun i => (b i : ℝ) := by
      ext i; simp
    rw [h, Matrix.mulVec_add, hw, hu]
    ext i; simp
  neg_mem' := by
    rintro a ⟨w, hw⟩
    refine ⟨-w, ?_⟩
    have h : (fun i => (((-a) i : ℤ) : ℝ)) = -(fun i => (a i : ℝ)) := by
      ext i; simp
    rw [h, Matrix.mulVec_neg, hw]
    ext i; simp
```

The matrix is a proper rotation because

$$(m^2-r^2)^2+(2mr)^2=(m^2+r^2)^2,$$

so $c^2+s^2=1$. This is the determinant and also each diagonal entry of $R^{\mathsf T}R$, whose off-diagonal entries cancel. The proof establishes this identity as `hcs`, then replaces the fractions by the letters $c$ and $s$.

```lean
/-- For `m`, `r` not both zero the twist is a proper rotation: it is orthogonal and has
determinant one. -/
theorem twist_rotation {m r : ℤ} (h : m ^ 2 + r ^ 2 ≠ 0) :
    (twist m r)ᵀ * twist m r = 1 ∧ (twist m r).det = 1 := by
  have hN : (m : ℝ) ^ 2 + r ^ 2 ≠ 0 := by exact_mod_cast h
  have hcs : (((m : ℝ) ^ 2 - r ^ 2) / (m ^ 2 + r ^ 2)) ^ 2
      + (2 * m * r / (m ^ 2 + r ^ 2)) ^ 2 = 1 := by
    rw [div_pow, div_pow, ← add_div, div_eq_one_iff_eq (pow_ne_zero 2 hN)]
    ring
  unfold twist
  generalize ((m : ℝ) ^ 2 - r ^ 2) / (m ^ 2 + r ^ 2) = c at *
  generalize 2 * (m : ℝ) * r / (m ^ 2 + r ^ 2) = s at *
  constructor
  · ext i j
    fin_cases i <;> fin_cases j <;>
      simp [Matrix.mul_apply, Fin.sum_univ_two] <;> nlinarith [hcs]
  · rw [Matrix.det_fin_two_of]
    linear_combination hcs
```

## Two divisibility conditions become one

Clearing denominators, $Rv$ is integer exactly when $N$ divides both

$$A=(m^2-r^2)x-2mry,\qquad B=2mrx+(m^2-r^2)y.$$

The equations `e0` and `e1` compute the rotated coordinates, and casts carry the cleared equations between reals and integers.

```lean
/-- For `m`, `r` not both zero, a lattice vector is a coincidence vector exactly when
`m² + r²` divides both numerators of its rotated coordinates. -/
theorem mem_iff_dvd {m r : ℤ} (h : m ^ 2 + r ^ 2 ≠ 0) (v : Fin 2 → ℤ) :
    v ∈ coincidenceLattice (twist m r) ↔
      m ^ 2 + r ^ 2 ∣ (m ^ 2 - r ^ 2) * v 0 - 2 * m * r * v 1 ∧
      m ^ 2 + r ^ 2 ∣ 2 * m * r * v 0 + (m ^ 2 - r ^ 2) * v 1 := by
  have hN : (m : ℝ) ^ 2 + r ^ 2 ≠ 0 := by exact_mod_cast h
  have e0 : (twist m r *ᵥ fun i => (v i : ℝ)) 0
      = (((m : ℝ) ^ 2 - r ^ 2) * v 0 - 2 * m * r * v 1) / (m ^ 2 + r ^ 2) := by
    simp [twist, Matrix.mulVec, dotProduct, Fin.sum_univ_two]
    ring
  have e1 : (twist m r *ᵥ fun i => (v i : ℝ)) 1
      = (2 * m * r * v 0 + ((m : ℝ) ^ 2 - r ^ 2) * v 1) / (m ^ 2 + r ^ 2) := by
    simp [twist, Matrix.mulVec, dotProduct, Fin.sum_univ_two]
    ring
  constructor
  · rintro ⟨w, hw⟩
    have h0 : _ = (w 0 : ℝ) := e0.symm.trans (congrFun hw 0)
    have h1 : _ = (w 1 : ℝ) := e1.symm.trans (congrFun hw 1)
    exact ⟨⟨w 0, by exact_mod_cast ((div_eq_iff hN).1 h0).trans (mul_comm _ _)⟩,
      ⟨w 1, by exact_mod_cast ((div_eq_iff hN).1 h1).trans (mul_comm _ _)⟩⟩
  · rintro ⟨⟨a, ha⟩, ⟨b, hb⟩⟩
    have ha' : ((m : ℝ) ^ 2 - r ^ 2) * v 0 - 2 * m * r * v 1 = (m ^ 2 + r ^ 2) * a := by
      exact_mod_cast ha
    have hb' : 2 * m * r * v 0 + ((m : ℝ) ^ 2 - r ^ 2) * v 1 = (m ^ 2 + r ^ 2) * b := by
      exact_mod_cast hb
    refine ⟨![a, b], funext (Fin.forall_fin_two.2 ⟨?_, ?_⟩)⟩
    · rw [e0, div_eq_iff hN]
      change _ = (a : ℝ) * _
      linear_combination ha'
    · rw [e1, div_eq_iff hN]
      change _ = (b : ℝ) * _
      linear_combination hb'
```

Now let $m$ and $r$ be coprime, which `IsCoprime` expresses as $um+wr=1$ for some integers $u,w$. Then $N\neq0$, since $N=0$ would force $m=r=0$. Also $N=r^2+m\cdot m$ is coprime to $m$, because $r^2$ is. The name `sigma_coprime` alludes to the crystallographer's $\Sigma$, the coincidence index.

```lean
/-- For coprime `m`, `r` the number `m² + r²` is nonzero and coprime to `m`. -/
theorem sigma_coprime {m r : ℤ} (hc : IsCoprime m r) :
    m ^ 2 + r ^ 2 ≠ 0 ∧ IsCoprime (m ^ 2 + r ^ 2) m := by
  constructor
  · intro hn
    obtain ⟨a, b, h⟩ := hc
    have hm : m = 0 := (pow_eq_zero_iff two_ne_zero).1 (by nlinarith [sq_nonneg m, sq_nonneg r])
    have hr : r = 0 := (pow_eq_zero_iff two_ne_zero).1 (by nlinarith [sq_nonneg m, sq_nonneg r])
    simp [hm, hr] at h
  · have h : IsCoprime (r ^ 2) m := hc.symm.pow_left
    have h' := h.add_mul_left_left m
    have e : m ^ 2 + r ^ 2 = r ^ 2 + m * m := by ring
    rwa [e]
```

Let $m+r$ be odd as well, which is how Lean states opposite parity. Then $N=(m+r)^2-2mr$ is odd. Write $L=mx-ry$ and $K=rx+my$.

If $N\mid A$, then $2mL=A+Nx$ is divisible by $N$. Since $N$ is coprime to 2 and to $m$, it divides $L$. The Lean proof carries one more factor of $m$ and cancels $2m^2$.

Conversely, if $N\mid L$, then $mK=rL+Ny$ gives $N\mid K$, and

$$A=mL-rK,\qquad B=rL+mK$$

are both divisible by $N$. Coincidence is therefore the single congruence $N\mid mx-ry$. Parity enters only in the first direction.

```lean
/-- For coprime `m`, `r` of opposite parity, the coincidence vectors `(x, y)` are those
with `m x - r y` divisible by `m² + r²`. -/
theorem mem_iff_congruence {m r : ℤ} (hc : IsCoprime m r) (ho : Odd (m + r))
    (v : Fin 2 → ℤ) :
    v ∈ coincidenceLattice (twist m r) ↔ m ^ 2 + r ^ 2 ∣ m * v 0 - r * v 1 := by
  obtain ⟨hN, h1⟩ := sigma_coprime hc
  rw [mem_iff_dvd hN]
  constructor
  · rintro ⟨⟨a, ha⟩, -⟩
    -- opposite parity makes `m² + r²` odd
    have h2 : IsCoprime (m ^ 2 + r ^ 2) 2 := by
      obtain ⟨k, hk⟩ := ho
      exact ⟨1, -(2 * k ^ 2 + 2 * k - m * r), by linear_combination (m + r + 2 * k + 1) * hk⟩
    have h3 : IsCoprime (m ^ 2 + r ^ 2) (2 * m ^ 2) := h2.mul_right h1.pow_right
    refine h3.dvd_of_dvd_mul_left ⟨m * a + (m * v 0 - r * v 1) + r * v 1, ?_⟩
    linear_combination m * ha
  · rintro ⟨a, ha⟩
    -- the companion combination `r x + m y` is then divisible as well
    obtain ⟨b, hb⟩ : m ^ 2 + r ^ 2 ∣ r * v 0 + m * v 1 :=
      h1.dvd_of_dvd_mul_left ⟨r * a + v 1, by linear_combination r * ha⟩
    exact ⟨⟨m * a - r * b, by linear_combination m * ha - r * hb⟩,
      ⟨r * a + m * b, by linear_combination r * ha + m * hb⟩⟩
```

## Counting the cells

The map $\varphi(v)=mx-ry \bmod N$ is a homomorphism from $\mathbb Z^2$ to $\mathbb Z/N$, and its kernel is the coincidence lattice. It reaches every residue $k$: with $um+wr=1$, the vector $(ku,-kw)$ gives $mku+rkw=k$. The index of the kernel is the size of the image, which is $N$.

`hker` and `hsurj` are these two facts. Lean's `index` is a natural number that would be 0 for an infinite index; here it equals $N>0$, so the index is finite.

```lean
/-- For coprime `m`, `r` of opposite parity, the coincidence lattice of the twisted square
layers has index `m² + r²` in the square lattice. -/
theorem coincidence_index {m r : ℤ} (hc : IsCoprime m r) (ho : Odd (m + r)) :
    ((coincidenceLattice (twist m r)).index : ℤ) = m ^ 2 + r ^ 2 := by
  obtain ⟨n, hn⟩ : ∃ n : ℕ, (n : ℤ) = m ^ 2 + r ^ 2 :=
    ⟨(m ^ 2 + r ^ 2).toNat, Int.toNat_of_nonneg (by positivity)⟩
  let φ : (Fin 2 → ℤ) →+ ZMod n :=
    AddMonoidHom.mk' (fun v => ((m * v 0 - r * v 1 : ℤ) : ZMod n)) (by
      intro a b
      simp only [Pi.add_apply]
      push_cast
      ring)
  have hker : coincidenceLattice (twist m r) = φ.ker := by
    ext v
    rw [mem_iff_congruence hc ho, AddMonoidHom.mem_ker, ← hn]
    exact (CharP.intCast_eq_zero_iff (ZMod n) n _).symm
  -- every residue is reached, by Bézout
  have hsurj : Function.Surjective φ := by
    intro t
    obtain ⟨k, rfl⟩ := ZMod.intCast_surjective t
    obtain ⟨a, b, h⟩ := hc
    refine ⟨![k * a, -(k * b)], ?_⟩
    change ((m * (k * a) - r * (-(k * b)) : ℤ) : ZMod n) = (k : ZMod n)
    have e : m * (k * a) - r * (-(k * b)) = k := by linear_combination k * h
    rw [e]
  rw [hker, AddSubgroup.index_ker, AddMonoidHom.range_eq_top.2 hsurj, AddSubgroup.card_top,
    Nat.card_zmod, hn]
```

For an electronic-structure calculation on two rigid square layers with equal lattice constants and such a twist, with $m,r$ coprime and of opposite parity, $N$ is the number of primitive cells of each layer in the smallest common cell, the cell to which Bloch's theorem is then applied. Letting the atoms relax in a way that keeps this common period does not change the count. That real layers have exactly equal square lattices and exactly this angle is an assumption about the material.

The cell can be written down. For a coincidence vector, $L=Na$ and $K=Nb$ with integers $a,b$. Then $mL+rK=Nx$ and $mK-rL=Ny$ give

$$x=am+br,\qquad y=-ar+bm,$$

that is, $v=a(m,-r)+b(r,m)$. The two spanning vectors are orthogonal and both have length $\sqrt N$, so the cell is a square. They are positions before the rotation; in the stack, with the other layer held fixed, the cell is spanned by $R(m,-r)=(m,r)$ and $R(r,m)=(-r,m)$. Conversely, any such combination has $mx-ry=Na$. The Lean proof obtains $x$ and $y$ by cancelling the factor $N$.

```lean
/-- For coprime `m`, `r` of opposite parity, the coincidence vectors are the integer
combinations of the two orthogonal vectors `(m, -r)` and `(r, m)`. -/
theorem mem_iff_square_cell {m r : ℤ} (hc : IsCoprime m r) (ho : Odd (m + r))
    (v : Fin 2 → ℤ) :
    v ∈ coincidenceLattice (twist m r) ↔
      ∃ a b : ℤ, v = a • ![m, -r] + b • ![r, m] := by
  obtain ⟨hN, h1⟩ := sigma_coprime hc
  rw [mem_iff_congruence hc ho]
  constructor
  · rintro ⟨a, ha⟩
    obtain ⟨b, hb⟩ : m ^ 2 + r ^ 2 ∣ r * v 0 + m * v 1 :=
      h1.dvd_of_dvd_mul_left ⟨r * a + v 1, by linear_combination r * ha⟩
    refine ⟨a, b, funext (Fin.forall_fin_two.2 ⟨?_, ?_⟩)⟩
    · change v 0 = a * m + b * r
      exact mul_left_cancel₀ hN (by linear_combination m * ha + r * hb)
    · change v 1 = a * (-r) + b * m
      exact mul_left_cancel₀ hN (by linear_combination m * hb - r * ha)
  · rintro ⟨a, b, rfl⟩
    refine ⟨a, ?_⟩
    change m * (a * m + b * r) - r * (a * (-r) + b * m) = _
    ring
```

## When both integers are odd

If $m$ and $r$ are coprime and both odd, write $m=p+q$, $r=p-q$. Then $p$ and $q$ are coprime and of opposite parity, $N=2(p^2+q^2)$, and

$$c=\frac{2pq}{p^2+q^2},\qquad s=\frac{p^2-q^2}{p^2+q^2}.$$

This is the twist of the pair $(p,-q)$ followed by a quarter turn, which maps the square lattice to itself. The coincidence lattices agree, and the index is $p^2+q^2=N/2$. For $m=3$, $r=1$ it is 5, not 10.

In Lean, `hL` shows the agreement through the divisibility conditions: a common factor 2 cancels, and the quarter turn swaps the two conditions and changes one sign. The result is stated as twice the index, which avoids a division.

```lean
/-- For coprime `m`, `r` that are both odd, the index of the coincidence lattice is half
of `m² + r²`. -/
theorem coincidence_index_of_odd {m r : ℤ} (hc : IsCoprime m r) (hm : Odd m) (hr : Odd r) :
    2 * ((coincidenceLattice (twist m r)).index : ℤ) = m ^ 2 + r ^ 2 := by
  have hN := (sigma_coprime hc).1
  obtain ⟨p, q, rfl, rfl⟩ : ∃ p q : ℤ, m = p + q ∧ r = p - q := by
    obtain ⟨a, rfl⟩ := hm
    obtain ⟨b, rfl⟩ := hr
    exact ⟨a + b + 1, a - b, by ring, by ring⟩
  have hc' : IsCoprime p (-q) := by
    obtain ⟨u, w, h⟩ := hc
    exact ⟨u + w, w - u, by linear_combination h⟩
  have ho' : Odd (p + -q) := by rwa [← sub_eq_add_neg]
  -- the two twists differ by a quarter turn, a symmetry of the square lattice
  have hL : coincidenceLattice (twist (p + q) (p - q)) = coincidenceLattice (twist p (-q)) := by
    ext v
    rw [mem_iff_dvd hN, mem_iff_dvd (sigma_coprime hc').1]
    have e1 : (p + q) ^ 2 + (p - q) ^ 2 = 2 * (p ^ 2 + (-q) ^ 2) := by ring
    have e2 : ((p + q) ^ 2 - (p - q) ^ 2) * v 0 - 2 * (p + q) * (p - q) * v 1
        = 2 * -(2 * p * (-q) * v 0 + (p ^ 2 - (-q) ^ 2) * v 1) := by ring
    have e3 : 2 * (p + q) * (p - q) * v 0 + ((p + q) ^ 2 - (p - q) ^ 2) * v 1
        = 2 * ((p ^ 2 - (-q) ^ 2) * v 0 - 2 * p * (-q) * v 1) := by ring
    rw [e1, e2, e3, mul_dvd_mul_iff_left two_ne_zero, mul_dvd_mul_iff_left two_ne_zero, dvd_neg]
    exact and_comm
  rw [hL, coincidence_index hc' ho']
  ring
```

The opening example follows by setting $m=2$, $r=1$ and checking that the matrix entries are $3/5$ and $\pm4/5$.

```lean
/-- The rotation with cosine `3/5` and sine `4/5` has a coincidence lattice of index `5`. -/
theorem coincidence_index_five :
    (coincidenceLattice !![3 / 5, -(4 / 5); 4 / 5, 3 / 5]).index = 5 := by
  have h := coincidence_index (m := 2) (r := 1) isCoprime_one_right ⟨1, by norm_num⟩
  have e : twist 2 1 = !![3 / 5, -(4 / 5); 4 / 5, 3 / 5] := by
    ext i j
    fin_cases i <;> fin_cases j <;> norm_num [twist]
  rw [e] at h
  norm_num at h
  exact_mod_cast h

end

end TwistedSquareLayers
```

```lean
#print axioms TwistedSquareLayers.coincidence_index
-- 'TwistedSquareLayers.coincidence_index' depends on axioms: [propext, Classical.choice, Quot.sound]
#print axioms TwistedSquareLayers.mem_iff_square_cell
-- 'TwistedSquareLayers.mem_iff_square_cell' depends on axioms: [propext, Classical.choice, Quot.sound]
#print axioms TwistedSquareLayers.coincidence_index_of_odd
-- 'TwistedSquareLayers.coincidence_index_of_odd' depends on axioms: [propext, Classical.choice, Quot.sound]
#print axioms TwistedSquareLayers.coincidence_index_five
-- 'TwistedSquareLayers.coincidence_index_five' depends on axioms: [propext, Classical.choice, Quot.sound]
```
